# The chain rule for a first derivative of the enthalpy when the internal state follows the parameters

The enthalpy `G` is a twice continuously differentiable real function of an internal state and a pair of parameters, all in real normed spaces, and the internal state is given by a differentiable function `xs` of the parameters, which need not make `G` stationary. The theorem takes the derivative of `G` in a fixed direction `c`, at the point `(xs z, z)`, and asks how it changes as the parameters `z` pass through `w` in the direction `a`. The answer is the second derivative of `G` at `(xs w, w)`, taken in the directions `(fderiv ℝ xs w a, a)` and `c`. The proof composes the derivative of `z ↦ (xs z, z)` with that of `fderiv ℝ G`, applies the result to `c`, and passes from Fréchet derivatives to derivatives along a line.

As first written in Lean, the proof fails:

```lean
import Mathlib

namespace BornChargeRelaxation

noncomputable section

variable {V U F : Type*} [NormedAddCommGroup V] [NormedSpace ℝ V]
  [NormedAddCommGroup U] [NormedSpace ℝ U] [NormedAddCommGroup F] [NormedSpace ℝ F]

/-- Second derivative of the enthalpy at `y` in the directions `a` and `b`. -/
def hess (G : V × U × F → ℝ) (y a b : V × U × F) : ℝ :=
  fderiv ℝ (fderiv ℝ G) y a b

/-- Joint change of internal state and parameters when the parameters move along `a`. -/
def tangent (xs : U × F → V) (w a : U × F) : V × U × F := (fderiv ℝ xs w a, a)

/-- Chain rule: how a first derivative of the enthalpy changes when the parameters move and the
internal state follows. -/
theorem firstDeriv_response {G : V × U × F → ℝ} {xs : U × F → V} (hG : ContDiff ℝ 2 G)
    (hx : Differentiable ℝ xs) (w a : U × F) (c : V × U × F) :
    HasLineDerivAt ℝ (fun z => lineDeriv ℝ G (xs z, z) c)
      (hess G (xs w, w) (tangent xs w a) c) w a := by
  have hGd : Differentiable ℝ G := hG.differentiable (by norm_num)
  have hD : Differentiable ℝ (fderiv ℝ G) :=
    (hG.fderiv_right (m := 1) (by norm_num)).differentiable (by norm_num)
  have hX : HasFDerivAt (fun z => (xs z, z))
      ((fderiv ℝ xs w).prod (ContinuousLinearMap.id ℝ (U × F))) w :=
    (hx w).hasFDerivAt.prodMk (hasFDerivAt_id w)
  have h1 := (hD (xs w, w)).hasFDerivAt.comp w hX
  have h2 := (ContinuousLinearMap.apply ℝ ℝ c).hasFDerivAt.comp w h1
  have e : (fun z => lineDeriv ℝ G (xs z, z) c) = fun z => fderiv ℝ G (xs z, z) c :=
    funext fun z => (hGd (xs z, z)).lineDeriv_eq_fderiv
  rw [e]
  exact h2.hasLineDerivAt a

end

end BornChargeRelaxation
```

Lean reports:

```
Main.lean:29:47: error: Application type mismatch: The argument
  hX
has type
  HasFDerivAt (fun z => (xs z, z)) ((fderiv ℝ xs w).prod (ContinuousLinearMap.id ℝ (U × F))) w
but is expected to have type
  HasFDerivAt (Prod.mk (xs w)) ?m.235 w
in the application
  HasFDerivAt.comp w (DifferentiableAt.hasFDerivAt (hD (xs w, w))) hX
Main.lean:22:51: error: unsolved goals
V : Type u_1
U : Type u_2
F : Type u_3
inst✝⁵ : NormedAddCommGroup V
inst✝⁴ : NormedSpace ℝ V
inst✝³ : NormedAddCommGroup U
inst✝² : NormedSpace ℝ U
inst✝¹ : NormedAddCommGroup F
inst✝ : NormedSpace ℝ F
G : V × U × F → ℝ
xs : U × F → V
hG : ContDiff ℝ 2 G
hx : Differentiable ℝ xs
w a : U × F
c : V × U × F
hGd : Differentiable ℝ G
hD : Differentiable ℝ (fderiv ℝ G)
hX : HasFDerivAt (fun z => (xs z, z)) ((fderiv ℝ xs w).prod (ContinuousLinearMap.id ℝ (U × F))) w
⊢ HasLineDerivAt ℝ (fun z => lineDeriv ℝ G (xs z, z) c) (hess G (xs w, w) (tangent xs w a) c) w a
```

Cause. The first message is about the inner function of the composition. `HasFDerivAt.comp` needs the outer derivative at a point of the form `f w`, and here that point is `(xs w, w)`. Lean had to find `f` from this, and since the pair is `Prod.mk (xs w)` applied to `w`, it took `f` to be `Prod.mk (xs w)`. That function holds the internal state fixed at `xs w` and varies only the parameters. `hX` is about `fun z => (xs z, z)`, where both vary, so it was refused.

The second message shows the theorem's goal still open, with `hX` as the last hypothesis and no `h1`. It follows from the first error and is not a separate fault.

The repair names the function, with `(f := fun z => (xs z, z))`. Its value at `w` is `(xs w, w)`, so the outer derivative still fits, and `hX` now has the expected type. `HasFDerivAt.comp` is written out in full so that `f` can be given by name, and the mathematical argument is unchanged.

The mended proof, as a diff:

```diff
@@ -27,5 +27,5 @@
       ((fderiv ℝ xs w).prod (ContinuousLinearMap.id ℝ (U × F))) w :=
     (hx w).hasFDerivAt.prodMk (hasFDerivAt_id w)
-  have h1 := (hD (xs w, w)).hasFDerivAt.comp w hX
+  have h1 := HasFDerivAt.comp (f := fun z => (xs z, z)) w (hD (xs w, w)).hasFDerivAt hX
   have h2 := (ContinuousLinearMap.apply ℝ ℝ c).hasFDerivAt.comp w h1
   have e : (fun z => lineDeriv ℝ G (xs z, z) c) = fun z => fderiv ℝ G (xs z, z) c :=
```
